# The Zak phase of a two-band chiral chain on a finite mesh is 0 or π, by the parity of the winding, when no neighbouring overlap vanishes

The winding is defined here as a real number: the phase differences between neighbouring mesh points, each taken in (-π, π], are added up and divided by 2π. That the result is an integer is then something to prove. The mesh is finite and periodic, and the states are explicit spinors

u(z) = (1, z)/√2, |z| = 1.

If neighbouring points are never antipodal, z_(j+1) ≠ -z_j, the cyclic product of overlaps is (-1)^W times a positive real, where W is the winding. For a gapped, non-interacting two-band model with sublattice symmetry, this is the mesh form of the quantised Berry phase. On a mesh fine enough to follow the phase of the off-diagonal Bloch entry, it locates the band's Wannier centre up to a lattice translation, with positions counted by unit cell.

## The Bloch matrix, the spinor and the mesh

```lean
import Mathlib

open Matrix
open scoped ComplexConjugate Real

namespace ChiralZakPhase

noncomputable section

local notation "c₂" => (((Real.sqrt 2)⁻¹ : ℝ) : ℂ)
```

The first line loads Mathlib, Lean's mathematical library. The notation `c₂` stands for 1/√2, regarded as a complex number.

```lean
/-- The two-band Bloch matrix with off-diagonal entry `h` and no diagonal part. -/
def chiralBloch (h : ℂ) : Matrix (Fin 2) (Fin 2) ℂ := !![0, conj h; h, 0]
```

A definition names its inputs and their types, then the output type. This one takes a complex number h to the 2×2 matrix

H(h) = [[0, h*], [h, 0]].

The zero diagonal means that there is no on-site energy and no hopping within a sublattice. In a chain, h depends on the crystal momentum k.

```lean
/-- The spinor `(1, z)/√2`. -/
def state (z : ℂ) : Fin 2 → ℂ := ![c₂, c₂ * z]
```

This is u(z), a vector with two complex components. It is normalised when |z| = 1.

```lean
/-- The principal angle, in `(-π, π]`, of `conj x * y`. -/
def linkAngle (x y : ℂ) : ℝ := Complex.arg (conj x * y)
```

The link angle is φ(x, y) = arg(x* y), the phase advance from x to y.

```lean
/-- The sum of the link angles around the periodic mesh, in units of `2π`. -/
def winding {N : ℕ} [NeZero N] (z : ZMod N → ℂ) : ℝ :=
  (∑ j, linkAngle (z j) (z (j + 1))) / (2 * π)
```

The mesh points are labelled by `ZMod N`, the integers modulo N, so j + 1 after the last point is the first. `[NeZero N]` says N ≥ 1. With φ_j = φ(z_j, z_(j+1)), the winding is

W = (1/2π) Σ_j φ_j.

The closure z_N = z_0 fixes a convention: the Bloch matrix itself is periodic in k, with no extra phases for orbital positions within the cell.

```lean
/-- The cyclic product of the overlaps of neighbouring spinors. -/
def overlapProduct {N : ℕ} [NeZero N] (z : ZMod N → ℂ) : ℂ :=
  ∏ j, star (state (z j)) ⬝ᵥ state (z (j + 1))
```

This is P = ∏_j ⟨u_j|u_(j+1)⟩, with u_j = u(z_j). The symbol `⬝ᵥ` is the plain dot product, and `star` conjugates the left vector. The mesh Zak phase is arg P, or -arg P in the other common convention; the two agree modulo 2π when the value is 0 or π.

```lean
/-- The `N` points `exp(2πij/N)` on the unit circle. -/
def circleLoop (N : ℕ) [NeZero N] (j : ZMod N) : ℂ := (ZMod.toCircle j : ℂ)
```

This test loop consists of the points exp(2πij/N).

## From one overlap to half an angle

```lean
/-- The Bloch matrix anticommutes with the sublattice operator `diag(1, -1)`, and for
a unit complex number `z` and real `E` the spinor `(1, z)/√2` is an eigenvector of the
Bloch matrix with entry `E z`, with eigenvalue `E`. -/
theorem chiral_eigenstate {z : ℂ} (hz : ‖z‖ = 1) (E : ℝ) :
    (∀ h : ℂ, !![1, 0; 0, -1] * chiralBloch h = -(chiralBloch h * !![1, 0; 0, -1])) ∧
      chiralBloch (E * z) *ᵥ state z = (E : ℂ) • state z := by
  constructor
  · intro h
    ext i j
    fin_cases i <;> fin_cases j <;>
      simp [chiralBloch, Matrix.mul_apply, Fin.sum_univ_two]
  · have hzz : conj z * z = 1 := by
      rw [mul_comm, Complex.mul_conj, Complex.normSq_eq_norm_sq, hz]
      norm_num
    refine funext (Fin.forall_fin_two.mpr ⟨?_, ?_⟩)
    · rw [Matrix.mulVec, dotProduct, Fin.sum_univ_two]
      change 0 * c₂ + conj ((E : ℂ) * z) * (c₂ * z) = (E : ℂ) * c₂
      rw [map_mul, Complex.conj_ofReal]
      linear_combination (E : ℂ) * c₂ * hzz
    · rw [Matrix.mulVec, dotProduct, Fin.sum_univ_two]
      change ((E : ℂ) * z) * c₂ + 0 * (c₂ * z) = (E : ℂ) * (c₂ * z)
      ring
```

A theorem lists its hypotheses before the colon and its conclusion after it; the proof follows `:= by`. Here `hz` is the hypothesis |z| = 1.

The first claim is that σ = diag(1, -1) anticommutes with H:

σH = [[0, h*], [-h, 0]] = -Hσ.

The second is that for h = Ez, with E real,

H u = (E z* z, E z)/√2 = E u.

Lean checks the first claim entry by entry and the second component by component. The tactic `linear_combination` names the multiple of a known equation, here z* z = 1, that yields the goal, and checks the remaining algebra. Positive E describes the upper band. The lower band has E = -|h| and z = -h/|h|, and this common sign leaves every link angle unchanged.

```lean
/-- The overlap of two spinors is `(1 + conj x * y)/2`. -/
theorem overlap_eq (x y : ℂ) :
    star (state x) ⬝ᵥ state y = (1 + conj x * y) / 2 := by
  have hc : c₂ * c₂ = 1 / 2 := by
    rw [← Complex.ofReal_mul, ← mul_inv, Real.mul_self_sqrt (by norm_num)]
    norm_num
  rw [dotProduct, Fin.sum_univ_two]
  change conj c₂ * c₂ + conj (c₂ * x) * (c₂ * y) = _
  rw [map_mul, Complex.conj_ofReal]
  linear_combination (1 + conj x * y) * hc
```

Multiplying out the components gives

⟨u(x)|u(y)⟩ = (1/√2)² (1 + x* y) = (1 + x* y)/2.

```lean
/-- For unit complex numbers the link angle is the phase of `conj x * y`. -/
theorem exp_linkAngle {x y : ℂ} (hx : ‖x‖ = 1) (hy : ‖y‖ = 1) :
    Complex.exp (linkAngle x y * Complex.I) = conj x * y := by
  have hn : ‖conj x * y‖ = 1 := by simp [hx, hy]
  have h := Complex.norm_mul_exp_arg_mul_I (conj x * y)
  rw [hn, Complex.ofReal_one, one_mul] at h
  exact h
```

For unit x and y, the number x* y has modulus 1. Its polar form is therefore

x* y = exp(iφ).

```lean
/-- For unit `x` and `y` the overlap carries half the link angle as its phase, with the
cosine of that half angle as prefactor. -/
theorem overlap_half_angle {x y : ℂ} (hx : ‖x‖ = 1) (hy : ‖y‖ = 1) :
    star (state x) ⬝ᵥ state y = (Real.cos (linkAngle x y / 2) : ℂ) *
      Complex.exp (((linkAngle x y / 2 : ℝ) : ℂ) * Complex.I) := by
  have h1 : Complex.exp (linkAngle x y * Complex.I) =
      Complex.exp (((linkAngle x y / 2 : ℝ) : ℂ) * Complex.I) *
        Complex.exp (((linkAngle x y / 2 : ℝ) : ℂ) * Complex.I) := by
    rw [← Complex.exp_add]
    congr 1
    push_cast
    ring
  have h2 : Complex.exp (-((linkAngle x y / 2 : ℝ) : ℂ) * Complex.I) *
      Complex.exp (((linkAngle x y / 2 : ℝ) : ℂ) * Complex.I) = 1 := by
    rw [← Complex.exp_add, neg_mul, neg_add_cancel, Complex.exp_zero]
  rw [overlap_eq, ← exp_linkAngle hx hy, h1, Complex.ofReal_cos, Complex.cos]
  linear_combination (-(1 / 2 : ℂ)) * h2
```

Combining the last two results and taking out half the phase,

(1 + exp(iφ))/2 = exp(iφ/2) · (exp(-iφ/2) + exp(iφ/2))/2 = cos(φ/2) exp(iφ/2).

In the proof, `h1` writes exp(iφ) as the square of exp(iφ/2), and `h2` writes 1 as exp(-iφ/2) exp(iφ/2).

```lean
/-- If two unit complex numbers are not antipodal, the cosine of half their link angle
is positive. -/
theorem cos_half_pos {x y : ℂ} (hx : ‖x‖ = 1) (hy : ‖y‖ = 1) (hxy : y ≠ -x) :
    0 < Real.cos (linkAngle x y / 2) := by
  have hne : linkAngle x y ≠ π := by
    intro h
    have hw := exp_linkAngle hx hy
    rw [h, Complex.exp_pi_mul_I] at hw
    have hxx : x * conj x = 1 := by
      rw [Complex.mul_conj, Complex.normSq_eq_norm_sq, hx]
      norm_num
    exact hxy (by linear_combination -x * hw - y * hxx)
  have hlo : -π < linkAngle x y := Complex.neg_pi_lt_arg _
  have hhi : linkAngle x y < π := lt_of_le_of_ne (Complex.arg_le_pi _) hne
  exact Real.cos_pos_of_mem_Ioo ⟨by linarith, by linarith⟩
```

The principal angle satisfies -π < φ ≤ π. If φ = π, then x* y = -1, and multiplying by x gives y = -x, which `hxy` forbids. So φ/2 lies strictly between -π/2 and π/2, where the cosine is positive.

Physically, antipodal neighbours have orthogonal spinors: their overlap is zero and carries no phase. The condition excludes only this exact case; it does not ensure that the mesh resolves the rotation of h. It is distinct from the energy gap, h ≠ 0, which is what makes z = h/|h| available in the first place.

## The integer and the sign

```lean
/-- The winding of a closed mesh of unit complex numbers is an integer. -/
theorem winding_integer {N : ℕ} [NeZero N] (z : ZMod N → ℂ) (hz : ∀ j, ‖z j‖ = 1) :
    ∃ W : ℤ, winding z = W := by
  -- the link phases multiply to one, because the shifted product is the same product
  have hexp : Complex.exp (((∑ j, linkAngle (z j) (z (j + 1)) : ℝ) : ℂ) * Complex.I)
      = 1 := by
    rw [Complex.ofReal_sum, Finset.sum_mul, Complex.exp_sum,
      Finset.prod_congr rfl (fun j _ => exp_linkAngle (hz j) (hz (j + 1))),
      Finset.prod_mul_distrib]
    have hs : ∏ j, z (j + 1) = ∏ j, z j := Equiv.prod_comp (Equiv.addRight (1 : ZMod N)) z
    rw [hs, ← Finset.prod_mul_distrib]
    refine Finset.prod_eq_one fun j _ => ?_
    rw [mul_comm, Complex.mul_conj, Complex.normSq_eq_norm_sq, hz j]
    norm_num
  obtain ⟨n, hn⟩ := Complex.exp_eq_one_iff.mp hexp
  refine ⟨n, ?_⟩
  have hr : (∑ j, linkAngle (z j) (z (j + 1))) = n * (2 * π) := by
    have h : ((∑ j, linkAngle (z j) (z (j + 1)) : ℝ) : ℂ) = ((n * (2 * π) : ℝ) : ℂ) := by
      apply mul_right_cancel₀ Complex.I_ne_zero
      rw [hn]
      push_cast
      ring
    exact Complex.ofReal_injective h
  rw [winding, hr, mul_div_cancel_right₀ _ (by positivity)]
```

Multiply the link phases around the loop:

exp(i Σ_j φ_j) = ∏_j z_j* z_(j+1) = (∏_j z_j*)(∏_j z_(j+1)) = ∏_j |z_j|² = 1.

The third equality holds because shifting the label merely reorders the factors, which is the role of `Equiv.prod_comp`. An exponential exp(iS) with S real equals 1 only if S is an integer multiple of 2π, so W is an integer.

Antipodal neighbours are allowed here. For N = 2 and z = (1, -1), both angles are π and W = 1, although both overlaps vanish.

```lean
/-- For unit complex numbers on a periodic mesh with no antipodal neighbours, the winding
is an integer `W` and the cyclic overlap product is `(-1)^W` times a positive real. -/
theorem chiral_zak_phase {N : ℕ} [NeZero N] (z : ZMod N → ℂ) (hz : ∀ j, ‖z j‖ = 1)
    (hgap : ∀ j, z (j + 1) ≠ -z j) :
    ∃ W : ℤ, winding z = W ∧
      ∃ r : ℝ, 0 < r ∧ overlapProduct z = (-1 : ℂ) ^ W * r := by
  obtain ⟨W, hW⟩ := winding_integer z hz
  refine ⟨W, hW, ∏ j, Real.cos (linkAngle (z j) (z (j + 1)) / 2),
    Finset.prod_pos fun j _ => cos_half_pos (hz j) (hz (j + 1)) (hgap j), ?_⟩
  have hs : (∑ j, linkAngle (z j) (z (j + 1))) = W * (2 * π) :=
    (div_eq_iff (by positivity)).mp hW
  -- the half angles add up to `π W`
  have he : ∑ j, ((linkAngle (z j) (z (j + 1)) / 2 : ℝ) : ℂ) * Complex.I
      = (W : ℂ) * (π * Complex.I) := by
    rw [← Finset.sum_mul, ← Complex.ofReal_sum, ← Finset.sum_div, hs]
    push_cast
    ring
  rw [overlapProduct,
    Finset.prod_congr rfl (fun j _ => overlap_half_angle (hz j) (hz (j + 1))),
    Finset.prod_mul_distrib, ← Complex.exp_sum, he, Complex.exp_int_mul,
    Complex.exp_pi_mul_I, Complex.ofReal_prod, mul_comm]
```

The symbol `∃` means "there exists". The same integer W is the winding and the exponent of -1. By hand, the half-angle formula gives

P = ∏_j cos(φ_j/2) · exp((i/2) Σ_j φ_j) = r exp(iπW) = (-1)^W r,

with r = ∏_j cos(φ_j/2) > 0. The proof supplies exactly this r. Its positivity comes from `cos_half_pos`, and `he` records that the half angles add up to πW.

The hypothesis `hgap` says that no neighbouring points are antipodal; despite its name, it is not the energy gap. The theorem concerns one band and a fixed mesh. On a coarse mesh, W may differ from the winding of the underlying continuous curve h(k).

```lean
/-- For unit complex numbers with no antipodal neighbours and winding `W`, the argument of
the cyclic overlap product is `0` if `W` is even and `π` if `W` is odd. -/
theorem arg_overlapProduct {N : ℕ} [NeZero N] (z : ZMod N → ℂ) (hz : ∀ j, ‖z j‖ = 1)
    (hgap : ∀ j, z (j + 1) ≠ -z j) {W : ℤ} (hW : winding z = W) :
    (Even W → Complex.arg (overlapProduct z) = 0) ∧
      (Odd W → Complex.arg (overlapProduct z) = π) := by
  obtain ⟨V, hV, r, hr, hp⟩ := chiral_zak_phase z hz hgap
  have hVW : V = W := by exact_mod_cast hV.symm.trans hW
  subst hVW
  constructor
  · intro h
    rw [hp, h.neg_one_zpow, one_mul, Complex.arg_ofReal_of_nonneg hr.le]
  · intro h
    rw [hp, h.neg_one_zpow, neg_one_mul, ← Complex.ofReal_neg,
      Complex.arg_ofReal_of_neg (by linarith)]
```

A positive real has argument 0 and a negative real has argument π, so the parity of W determines arg P. The proof takes the integer from the previous theorem, identifies it with the given W because both equal the same real winding, and treats the two parities separately.

In a calculation, the eigenvectors come from a diagonaliser with arbitrary phases. Each vector occurs once as a bra and once as a ket in P, so those phases cancel, provided that the first vector is used again to close the loop. Rounding can turn π into a value near -π, so the sign of Re P is the safer test. The winding needs no eigenvectors: with the values of h in a NumPy array, it is `np.angle(np.conj(h)*np.roll(h,-1)).sum()/(2*np.pi)`.

## Loops with winding one and zero

```lean
/-- For `N ≥ 3` the points `exp(2πij/N)` are unit complex numbers with no antipodal
neighbours, and their winding is `1`. -/
theorem circleLoop_witness (N : ℕ) [NeZero N] (hN : 3 ≤ N) :
    (∀ j, ‖circleLoop N j‖ = 1) ∧ (∀ j, circleLoop N (j + 1) ≠ -circleLoop N j) ∧
      winding (circleLoop N) = 1 := by
  have hN' : (3 : ℝ) ≤ N := by exact_mod_cast hN
  have hN0 : (0 : ℝ) < N := by linarith
  have hu : ∀ j, ‖circleLoop N j‖ = 1 := fun j => Circle.norm_coe _
  have hc : ∀ j, conj (circleLoop N j) * circleLoop N j = 1 := by
    intro j
    rw [mul_comm, Complex.mul_conj, Complex.normSq_eq_norm_sq, hu j]
    norm_num
  have hlt : 2 * π / N < π := by
    rw [div_lt_iff₀ hN0]
    nlinarith [Real.pi_pos]
  have hpos : 0 < 2 * π / N := by positivity
  -- every link angle equals `2π/N`
  have hlink : ∀ j, linkAngle (circleLoop N j) (circleLoop N (j + 1)) = 2 * π / N := by
    intro j
    have hadd : circleLoop N (j + 1) = circleLoop N j * circleLoop N 1 := by
      simp only [circleLoop, AddChar.map_add_eq_mul, Circle.coe_mul]
    have hone : circleLoop N 1 = Complex.exp (((2 * π / N : ℝ) : ℂ) * Complex.I) := by
      have h := ZMod.toCircle_intCast (N := N) 1
      simp only [Int.cast_one] at h
      rw [circleLoop, h]
      congr 1
      push_cast
      ring
    rw [linkAngle, hadd, ← mul_assoc, hc, one_mul, hone, Complex.exp_mul_I]
    exact Complex.arg_cos_add_sin_mul_I ⟨by linarith [Real.pi_pos], hlt.le⟩
  refine ⟨hu, fun j h => ?_, ?_⟩
  · have hl := hlink j
    rw [linkAngle, h, mul_neg, hc, Complex.arg_neg_one] at hl
    linarith
  · rw [winding, Finset.sum_congr rfl (fun j _ => hlink j), Finset.sum_const,
      Finset.card_univ, ZMod.card, nsmul_eq_mul]
    field_simp
```

For the equally spaced points, every link has

z_j* z_(j+1) = exp(2πi/N).

When N ≥ 3, the angle 2π/N is below π, so it is the principal angle. The N links add up to 2π, and W = 1. An antipodal pair would have link angle π, which is excluded. For N = 2 the two points are antipodal, and for N = 1 the winding is 0.

```lean
/-- If every point of the mesh has positive real part, the winding is zero. -/
theorem winding_eq_zero_of_re_pos {N : ℕ} [NeZero N] (z : ZMod N → ℂ)
    (hre : ∀ j, 0 < (z j).re) : winding z = 0 := by
  have h0 : ∀ j, z j ≠ 0 := fun j h => by
    have := hre j
    rw [h, Complex.zero_re] at this
    exact lt_irrefl _ this
  have hb : ∀ j, |Complex.arg (z j)| < π / 2 := fun j =>
    Complex.abs_arg_lt_pi_div_two_iff.mpr (Or.inl (hre j))
  -- no branch cut is crossed, so link angles are differences of arguments
  have hlink : ∀ j, linkAngle (z j) (z (j + 1)) =
      Complex.arg (z (j + 1)) - Complex.arg (z j) := by
    intro j
    obtain ⟨h1, h2⟩ := abs_lt.mp (hb j)
    obtain ⟨h3, h4⟩ := abs_lt.mp (hb (j + 1))
    have hcj : Complex.arg (conj (z j)) = -Complex.arg (z j) := by
      rw [Complex.arg_conj, if_neg (by intro h; linarith [Real.pi_pos])]
    have hc0 : conj (z j) ≠ 0 := (map_ne_zero (starRingEnd ℂ)).mpr (h0 j)
    rw [linkAngle, (Complex.arg_mul_eq_add_arg_iff hc0 (h0 (j + 1))).mpr
      (by rw [hcj]; exact ⟨by linarith, by linarith⟩), hcj]
    ring
  have hs : ∑ j, Complex.arg (z (j + 1)) = ∑ j, Complex.arg (z j) :=
    Equiv.sum_comp (Equiv.addRight (1 : ZMod N)) (fun j => Complex.arg (z j))
  rw [winding, Finset.sum_congr rfl (fun j _ => hlink j), Finset.sum_sub_distrib, hs,
    sub_self, zero_div]

end

end ChiralZakPhase
```

If every z_j has positive real part, its argument θ_j lies between -π/2 and π/2. Differences of such arguments stay between -π and π, so

φ_j = θ_(j+1) - θ_j,

and the sum around the loop cancels. The proof establishes this identity as `hlink` and cancels the shifted sum with `Equiv.sum_comp`. Unit modulus is not assumed, so the statement applies directly to h.

```lean
#print axioms ChiralZakPhase.chiral_eigenstate
#print axioms ChiralZakPhase.chiral_zak_phase
#print axioms ChiralZakPhase.arg_overlapProduct
#print axioms ChiralZakPhase.winding_eq_zero_of_re_pos
```

```
'ChiralZakPhase.chiral_eigenstate' depends on axioms: [propext, Classical.choice, Quot.sound]
'ChiralZakPhase.chiral_zak_phase' depends on axioms: [propext, Classical.choice, Quot.sound]
'ChiralZakPhase.arg_overlapProduct' depends on axioms: [propext, Classical.choice, Quot.sound]
'ChiralZakPhase.winding_eq_zero_of_re_pos' depends on axioms: [propext, Classical.choice, Quot.sound]
```

## Four k-points of a dimerised chain

Take h(k) = v + w exp(ik), where v is the hopping amplitude within a unit cell, w is the one between neighbouring cells, and k is in units of the inverse lattice constant. The mesh is k = 0, π/2, π, 3π/2.

For v = 1 and w = 2, the values of h are 3, 1 + 2i, -1, 1 - 2i. The link angles are about 63.4°, 116.6°, 116.6° and 63.4°, which add up to 360°, so W = 1. With a = (1 + 2i)/√5, the normalised points are 1, a, -1, a*, and

P = [(1 + a)(1 - a*)]²/16 = (a - a*)²/16 = (4i/√5)²/16 = -1/5.

The product is negative and the Zak phase is π.

For v = 2 and w = 1, the values are 3, 2 + i, 1, 2 - i. All have positive real part, so W = 0. With b = (2 + i)/√5,

P = |1 + b|⁴/16 = [(1 + 2/√5)/2]² ≈ 0.897,

which is positive, and the Zak phase is 0.
